# The level discriminant of a finite matrix Hamiltonian A + zV is a polynomial in the coupling z

For a finite square complex matrix M with characteristic polynomial χ, the level discriminant is det χ′(M), which vanishes exactly when M has a repeated eigenvalue. The lemma takes a Hamiltonian A and a perturbation V, neither assumed Hermitian, and states that one complex polynomial in z gives the level discriminant of A + zV at every complex coupling z. The proof treats the coupling as an indeterminate, forming a matrix `H` with polynomial entries and taking its level discriminant as the required polynomial. It then has to show that setting the indeterminate to z turns `H` into A + zV and commutes with applying a polynomial to a matrix, which it proves by induction on that polynomial.

An attempt in Lean 4 with a fault in it:

```lean
import Mathlib

open Polynomial
open scoped Matrix

namespace ExistsDiscriminantPolynomial

noncomputable section

variable {n : ℕ}

/-- The level discriminant of `M`: the determinant of `χ'(M)`, where `χ` is the characteristic
polynomial of `M`. -/
def levelDiscriminant {R : Type*} [CommRing R] (M : Matrix (Fin n) (Fin n) R) : R :=
  (aeval M (derivative M.charpoly)).det

/-- Along the line `A + z V` the level discriminant is a polynomial in the coupling `z`. -/
theorem exists_discriminant_polynomial (A V : Matrix (Fin n) (Fin n) ℂ) :
    ∃ p : ℂ[X], ∀ z, p.eval z = levelDiscriminant (A + z • V) := by
  let H : Matrix (Fin n) (Fin n) ℂ[X] := A.map C + (X : ℂ[X]) • V.map C
  refine ⟨levelDiscriminant H, fun z => ?_⟩
  let f : ℂ[X] →+* ℂ := evalRingHom z
  have hH : f.mapMatrix H = A + z • V := by
    ext i j
    simp [H, f]
  have haeval : ∀ q : ℂ[X][X], f.mapMatrix (aeval H q) = aeval (f.mapMatrix H) (q.map f) := by
    intro q
    induction q using Polynomial.induction_on' with
    | add p q hp hq => rw [map_add, map_add, hp, hq, Polynomial.map_add, map_add]
    | monomial k a =>
      rw [aeval_monomial, map_monomial, aeval_monomial, map_mul, map_pow]
      congr 1
      ext i j
      by_cases hij : i = j <;> simp [Matrix.algebraMap_matrix_apply, hij]
  change f (levelDiscriminant H) = _
  unfold levelDiscriminant
  rw [RingHom.map_det, haeval, ← derivative_map, ← Matrix.charpoly_map,
    ← RingHom.mapMatrix_apply, hH]

end

end ExistsDiscriminantPolynomial
```

Lean reports:

```
Main.lean:23:41: error: unsolved goals
n : ℕ
A V : Matrix (Fin n) (Fin n) ℂ
H : Matrix (Fin n) (Fin n) ℂ[X] := A.map ⇑C + X • V.map ⇑C
z : ℂ
f : ℂ[X] →+* ℂ := evalRingHom z
i j : Fin n
⊢ V i j * z = z * V i j
Main.lean:29:20: error: unsolved goals
case add
n : ℕ
A V : Matrix (Fin n) (Fin n) ℂ
H : Matrix (Fin n) (Fin n) ℂ[X] := A.map ⇑C + X • V.map ⇑C
z : ℂ
f : ℂ[X] →+* ℂ := evalRingHom z
hH : f.mapMatrix H = A + z • V
p q : ℂ[X][X]
hp : f.mapMatrix ((aeval H) p) = (aeval (f.mapMatrix H)) (map f p)
hq : f.mapMatrix ((aeval H) q) = (aeval (f.mapMatrix H)) (map f q)
⊢ (aeval (f.mapMatrix (A.map ⇑C) + f.mapMatrix (X • V.map ⇑C))) (map f p) +
      (aeval (f.mapMatrix (A.map ⇑C) + f.mapMatrix (X • V.map ⇑C))) (map f q) =
    (aeval (f.mapMatrix (A.map ⇑C) + f.mapMatrix (X • V.map ⇑C))) (map f p + map f q)
```

After these edits no error is left:

```diff
@@ -24,8 +24,11 @@
     ext i j
     simp [H, f]
+    ring
   have haeval : ∀ q : ℂ[X][X], f.mapMatrix (aeval H q) = aeval (f.mapMatrix H) (q.map f) := by
     intro q
     induction q using Polynomial.induction_on' with
-    | add p q hp hq => rw [map_add, map_add, hp, hq, Polynomial.map_add, map_add]
+    | add p q hp hq =>
+      rw [map_add (aeval H) p q, map_add f.mapMatrix (aeval H p) (aeval H q), hp, hq,
+        Polynomial.map_add, map_add (aeval (f.mapMatrix H)) (p.map f) (q.map f)]
     | monomial k a =>
       rw [aeval_monomial, map_monomial, aeval_monomial, map_mul, map_pow]
```

Diagnosis. The first message shows that `simp` reduced the matrix identity `hH` to `V i j * z = z * V i j` and stopped there. This is commutativity of multiplication in ℂ, which the added `ring` proves.

The second error comes from the last `map_add` in the sum case. It was meant to split `aeval (f.mapMatrix H)` over `map f p + map f q`. But `H` is a `let` variable whose value is itself a sum, and Lean unfolded it to match the lemma's pattern. The rewrite therefore split `f.mapMatrix H` wherever it occurred, and left the intended sum untouched on the right of the remaining goal. The repair gives this `map_add` its map and both summands explicitly, so it can only rewrite the intended term, and the two sides then agree.

The first two `map_add` steps had already worked; spelling out their arguments is only a safeguard.
